# Homogeneity of degree k fixes the double-counting correction at (1 − k)W(D)

The sum of occupied orbital energies miscounts the interaction between electrons. To find the error for a general interaction energy $W$, we take $W$ to be a function on all real $n\times n$ matrices, symmetric or not, differentiable at every nonzero one. The energy of a density matrix $D$ is $E(D)=\operatorname{tr}(hD)+W(D)$, with one-electron matrix $h$.

For such $W$ and real $k$, the scaling law $W(sD)=s^kW(D)$ for all $s>0$, $D\neq0$ holds if and only if the derivative of $W$ at every $D\ne0$ along $D$ is $kW(D)$. At self-consistency the energy is then the orbital energy sum plus $(1-k)W(D)$.

## Differentiating along a ray

Let $V_{ij}(D)=\partial W/\partial D_{ji}$ be the mean field and $F=h+V$ the Fock matrix. Along a matrix $X$ the derivative of $W$ is
$$\sum_{ij}X_{ij}\,\frac{\partial W}{\partial D_{ij}}=\sum_{ij}V_{ji}X_{ij}=\operatorname{tr}(VX),$$
so that of $E$ is $\operatorname{tr}(hX)+\operatorname{tr}(VX)=\operatorname{tr}(FX)$.

Suppose the scaling law holds. Differentiating $W(tD)=t^kW(D)$ at $t=1$ gives $\operatorname{tr}(V(D)D)=kW(D)$.

Conversely, suppose this identity holds at every nonzero matrix, and set $g(u)=e^{-ku}W(e^uD)$. Then
$$g'(u)=e^{-ku}\left[-kW(e^uD)+\operatorname{tr}\big(V(e^uD)\,e^uD\big)\right]=0.$$
Hence $g(\ln s)=g(0)$, which reads $s^{-k}W(sD)=W(D)$.

Since $E=\operatorname{tr}(FD)-\operatorname{tr}(VD)+W$, the identity is also equivalent to $E=\operatorname{tr}(FD)+(1-k)W$ for all $D\neq0$.

## From the trace to orbital energies

Let $S$ be the overlap matrix of the basis functions, and let the columns of $C$ be the occupied orbitals, with energies $\varepsilon_i$ and density matrix $D=CC^T$. They satisfy $C^TSC=1$ and, with $F$ evaluated at this same $D$, $FC=SC\operatorname{diag}(\varepsilon)$. Then
$$\operatorname{tr}(FCC^T)=\operatorname{tr}(SC\operatorname{diag}(\varepsilon)C^T)=\operatorname{tr}(C^TSC\operatorname{diag}(\varepsilon))=\sum_i\varepsilon_i.$$
With at least one orbital, $D\ne0$: otherwise $C=C(C^TSC)=(CC^T)SC=0$, against $C^TSC=1$. Therefore $E=\sum_i\varepsilon_i+(1-k)W(D)$.

A quadratic two-electron energy has $k=2$ and correction $-W$. Dirac exchange sums the density to the power $4/3$; the density is linear in $D$, so $k=4/3$ and the correction is $-W/3$.

In a self-consistent-field program this relates the orbital energies to the electronic energy, provided that the orbitals are converged and the interaction has a single degree. A closed-shell program has $D=2CC^T$, and each orbital energy then counts twice in the sum.

## Two basis functions and one orbital

Take $h=\operatorname{diag}(-2,1)$, $S=1$, $W=\tfrac12\operatorname{tr}(D^2)$ and $C=(1,0)^T$. This $W$ is a toy interaction for checking the arithmetic, not a physical one: it makes a single electron repel itself, whereas in Hartree–Fock theory exchange cancels that self-repulsion. Then $D=\operatorname{diag}(1,0)$. The derivative of $W$ along $X$ is $\operatorname{tr}(DX)$, so $V=D$ and $F=\operatorname{diag}(-1,1)$. Thus $FC=-C$ and $\varepsilon=-1$. Directly, $E=-2+\tfrac12=-\tfrac32$; from the orbital energy, $E=-1-\tfrac12=-\tfrac32$.

## Energies, fields and orbitals in Lean

The finite types `n`, `m` and `γ` label basis functions, occupied orbitals and grid points. Matrices carry a norm, whose choice does not affect derivatives in finite dimension.

```lean
import Mathlib

open Matrix

namespace FockHomogeneity

noncomputable section

attribute [local instance] Matrix.normedAddCommGroup Matrix.normedSpace

variable {n m γ : Type*} [Fintype n] [DecidableEq n] [Fintype m] [DecidableEq m] [Fintype γ]
```

`energy` is the electronic energy, without nuclear repulsion.

```lean
/-- The energy of a density matrix `D`: one-electron part `tr (h D)` plus interaction `W D`. -/
def energy (h : Matrix n n ℝ) (W : Matrix n n ℝ → ℝ) (D : Matrix n n ℝ) : ℝ :=
  trace (h * D) + W D
```

The swapped indices in `Matrix.single j i 1` give the transposed convention for $V$.

```lean
/-- The mean field at a density matrix `D` where `W` is differentiable: its `i j` entry is the
partial derivative of `W` with respect to the `j i` entry of `D`. -/
def meanField (W : Matrix n n ℝ → ℝ) (D : Matrix n n ℝ) : Matrix n n ℝ :=
  Matrix.of fun i j => fderiv ℝ W D (Matrix.single j i 1)
```

The name `fock` is kept for every $W$, including density functionals, where textbooks say Kohn–Sham matrix.

```lean
/-- The Fock matrix at a density matrix where `W` is differentiable: one-electron matrix plus
mean field. -/
def fock (h : Matrix n n ℝ) (W : Matrix n n ℝ → ℝ) (D : Matrix n n ℝ) : Matrix n n ℝ :=
  h + meanField W D
```

`Homogeneous` concerns positive factors and nonzero matrices only, and `k` may be any real number.

```lean
/-- `W` is homogeneous of degree `k` on nonzero matrices under positive scaling. -/
def Homogeneous (W : Matrix n n ℝ → ℝ) (k : ℝ) : Prop :=
  ∀ s : ℝ, 0 < s → ∀ D : Matrix n n ℝ, D ≠ 0 → W (s • D) = s ^ k * W D
```

`Roothaan` includes orthonormality as well as the orbital equations. Each column of `C` is occupied once, so $D$ has no closed-shell factor 2. The orbitals need not be the lowest ones.

```lean
/-- The columns of `C` are orbitals with energies `ε`, orthonormal in the overlap `S`, that solve
the Roothaan equations of the matrix `F`. -/
def Roothaan (F S : Matrix n n ℝ) (C : Matrix n m ℝ) (ε : m → ℝ) : Prop :=
  F * C = S * C * diagonal ε ∧ Cᵀ * S * C = 1
```

## The Fock matrix as a derivative

Expanding `X` in matrix units and using linearity gives $\operatorname{tr}(VX)$.

```lean
/-- If `W` has derivative `W'` at `D`, the trace of the mean field with `X` is `W'` along `X`. -/
theorem trace_meanField_mul {W : Matrix n n ℝ → ℝ} {D : Matrix n n ℝ}
    {W' : Matrix n n ℝ →L[ℝ] ℝ} (hW : HasFDerivAt W W' D) (X : Matrix n n ℝ) :
    trace (meanField W D * X) = W' X := by
  -- expand `X` in matrix units
  have hX : X = ∑ i, ∑ j, X i j • Matrix.single i j (1 : ℝ) := by
    simp only [Matrix.smul_single, smul_eq_mul, mul_one]
    exact Matrix.matrix_eq_sum_single X
  have hR : W' X = ∑ i, ∑ j, X i j * W' (Matrix.single i j 1) := by
    conv_lhs => rw [hX]
    simp only [map_sum, map_smul, smul_eq_mul]
  rw [hR, Finset.sum_comm]
  simp only [meanField, hW.fderiv, trace, diag_apply, mul_apply, of_apply]
  exact Finset.sum_congr rfl fun i _ => Finset.sum_congr rfl fun j _ => mul_comm _ _
```

The chain rule gives the rate of change of $W$ along $D+tX$; the one-electron term is linear in $t$, and its rate is added.

```lean
/-- Where `W` is differentiable, the Fock matrix is the derivative of the energy: along `X` the
energy changes at the rate `tr (F X)`. -/
theorem hasDerivAt_energy (h : Matrix n n ℝ) {W : Matrix n n ℝ → ℝ} {D : Matrix n n ℝ}
    (hW : DifferentiableAt ℝ W D) (X : Matrix n n ℝ) :
    HasDerivAt (fun t : ℝ => energy h W (D + t • X)) (trace (fock h W D * X)) 0 := by
  have line : HasDerivAt (fun t : ℝ => D + t • X) X 0 := by
    have l1 : HasDerivAt (fun t : ℝ => D + t • X) ((1 : ℝ) • X) 0 :=
      ((hasDerivAt_id (0 : ℝ)).smul_const X).const_add D
    rwa [one_smul] at l1
  have hD : HasFDerivAt W (fderiv ℝ W D) (D + (0 : ℝ) • X) := by
    simpa using hW.hasFDerivAt
  have h1 : HasDerivAt (fun t : ℝ => W (D + t • X)) (fderiv ℝ W D X) 0 :=
    hD.comp_hasDerivAt (0 : ℝ) line
  have h2 : HasDerivAt (fun t : ℝ => trace (h * (D + t • X))) (trace (h * X)) 0 := by
    have := ((hasDerivAt_id (0 : ℝ)).mul_const (trace (h * X))).const_add (trace (h * D))
    simpa [Matrix.mul_add, trace_add, trace_smul] using this
  refine (h2.fun_add h1).congr_deriv ?_
  have e := trace_meanField_mul hW.hasFDerivAt X
  rw [fock, Matrix.add_mul, trace_add]
  exact congrArg (fun r => trace (h * X) + r) e.symm
```

## The scaling equivalence

In the next proof, `ray` is the derivative of $W(tD)$. The forward half compares two derivatives at $t=1$; the converse shows that $g$ has zero derivative and evaluates it at `Real.log s` and 0.

```lean
/-- Euler's theorem for density-matrix functionals: if `W` is differentiable at all nonzero
matrices, it is homogeneous of degree `k` there if and only if its derivative at every nonzero
`D` along `D` itself is `k W(D)`. -/
theorem homogeneous_iff {W : Matrix n n ℝ → ℝ} (hW : ∀ D, D ≠ 0 → DifferentiableAt ℝ W D)
    (k : ℝ) :
    Homogeneous W k ↔ ∀ D, D ≠ 0 → trace (meanField W D * D) = k * W D := by
  -- the derivative of `W` along the ray through `D`
  have ray : ∀ (D : Matrix n n ℝ) (s : ℝ), s • D ≠ 0 →
      HasDerivAt (fun t : ℝ => W (t • D)) (trace (meanField W (s • D) * D)) s := by
    intro D s hs
    rw [trace_meanField_mul (hW _ hs).hasFDerivAt]
    have h : HasDerivAt (fun t : ℝ => t • D) D s := by
      have l1 : HasDerivAt (fun t : ℝ => t • D) ((1 : ℝ) • D) s :=
        (hasDerivAt_id s).smul_const D
      rwa [one_smul] at l1
    exact (hW _ hs).hasFDerivAt.comp_hasDerivAt s h
  constructor
  · -- differentiate the scaling law at `t = 1`
    intro H D hD
    have h1 := ray D 1 (by rwa [one_smul])
    rw [one_smul] at h1
    have h2 : HasDerivAt (fun t : ℝ => t ^ k * W D) (k * W D) 1 := by
      simpa using (Real.hasDerivAt_rpow_const (x := 1) (p := k)
        (Or.inl one_ne_zero)).mul_const (W D)
    refine h1.unique (h2.congr_of_eventuallyEq ?_)
    filter_upwards [Ioi_mem_nhds (one_pos : (0 : ℝ) < 1)] with t ht
    exact H t ht D hD
  · -- on a logarithmic scale the rescaled functional has zero derivative
    intro H s hs D hD
    have hg : ∀ u : ℝ,
        HasDerivAt (fun v : ℝ => Real.exp (-k * v) * W (Real.exp v • D)) 0 u := by
      intro u
      have hu : Real.exp u • D ≠ 0 := smul_ne_zero (Real.exp_pos u).ne' hD
      have h1 : HasDerivAt (fun v : ℝ => W (Real.exp v • D))
          (trace (meanField W (Real.exp u • D) * D) * Real.exp u) u :=
        (ray D _ hu).comp u (Real.hasDerivAt_exp u)
      have h2 : HasDerivAt (fun v : ℝ => Real.exp (-k * v)) (Real.exp (-k * u) * (-k)) u := by
        simpa using ((hasDerivAt_id u).const_mul (-k)).exp
      refine (h2.fun_mul h1).congr_deriv ?_
      have e := H _ hu
      rw [Matrix.mul_smul, trace_smul, smul_eq_mul] at e
      linear_combination Real.exp (-k * u) * e
    have c := is_const_of_deriv_eq_zero (fun u => (hg u).differentiableAt)
      (fun u => (hg u).deriv) (Real.log s) 0
    simp only [Real.exp_log hs, mul_zero, Real.exp_zero, one_smul, one_mul] at c
    rw [Real.rpow_def_of_pos hs, ← c, ← mul_assoc, ← Real.exp_add,
      show Real.log s * k + -k * Real.log s = 0 by ring, Real.exp_zero, one_mul]
```

Substituting the definitions turns this into the energy criterion, for any fixed `h`.

```lean
/-- For `W` differentiable at all nonzero matrices, the energy is `tr (F D) + (1 - k) W(D)` at
every nonzero `D` if and only if `W` is homogeneous of degree `k`. -/
theorem energy_eq_iff (h : Matrix n n ℝ) {W : Matrix n n ℝ → ℝ}
    (hW : ∀ D, D ≠ 0 → DifferentiableAt ℝ W D) (k : ℝ) :
    (∀ D, D ≠ 0 → energy h W D = trace (fock h W D * D) + (1 - k) * W D) ↔
      Homogeneous W k := by
  rw [homogeneous_iff hW]
  refine forall_congr' fun D => imp_congr_right fun _ => ?_
  rw [energy, fock, Matrix.add_mul, trace_add]
  constructor <;> intro e <;> linarith
```

## The correction at self-consistency

The two parts of `Roothaan` and the cyclic property of the trace give the orbital energy sum.

```lean
omit [DecidableEq n] in
/-- For orbitals that solve the Roothaan equations of `F`, the trace of `F` with their density
matrix `C Cᵀ` is the sum of the orbital energies. -/
theorem trace_eq_sum_orbital_energies {F S : Matrix n n ℝ} {C : Matrix n m ℝ} {ε : m → ℝ}
    (hR : Roothaan F S C ε) : trace (F * (C * Cᵀ)) = ∑ i, ε i := by
  rw [← Matrix.mul_assoc, hR.1, trace_mul_comm, ← Matrix.mul_assoc, ← Matrix.mul_assoc, hR.2,
    Matrix.one_mul, trace_diagonal]
```

In `double_counting` the Fock matrix is evaluated at the density matrix of its own orbitals; this self-consistency is assumed. `Nonempty m` is there because homogeneity, as defined, says nothing about $W(0)$.

```lean
/-- Double-counting correction: for at least one occupied orbital, self-consistent orbitals, and
`W` homogeneous of degree `k` and differentiable at nonzero matrices, the energy is the orbital
energy sum plus `(1 - k) W(D)`. -/
theorem double_counting [Nonempty m] {h S : Matrix n n ℝ} {W : Matrix n n ℝ → ℝ} {k : ℝ}
    (hW : ∀ D, D ≠ 0 → DifferentiableAt ℝ W D) (hk : Homogeneous W k)
    {C : Matrix n m ℝ} {ε : m → ℝ} (hR : Roothaan (fock h W (C * Cᵀ)) S C ε) :
    energy h W (C * Cᵀ) = ∑ i, ε i + (1 - k) * W (C * Cᵀ) := by
  -- normalised orbitals have a nonzero density matrix
  have hD : C * Cᵀ ≠ 0 := by
    intro h0
    have hC : C = 0 := by
      calc C = C * (Cᵀ * S * C) := by rw [hR.2, Matrix.mul_one]
        _ = C * Cᵀ * S * C := by simp only [Matrix.mul_assoc]
        _ = 0 := by rw [h0, Matrix.zero_mul, Matrix.zero_mul]
    have h1 := hR.2
    rw [hC, Matrix.mul_zero] at h1
    exact zero_ne_one h1
  rw [(energy_eq_iff h hW k).2 hk _ hD, trace_eq_sum_orbital_energies hR]
```

## Quadratic and Dirac exchange energies

In Hartree–Fock theory `G` maps $D$ to the Coulomb minus exchange matrix built from the two-electron integrals. The definition admits any linear map.

```lean
/-- The two-electron energy `tr (G(D) D) / 2` of a linear map `G` on density matrices. -/
def twoElectron (G : Matrix n n ℝ →ₗ[ℝ] Matrix n n ℝ) (D : Matrix n n ℝ) : ℝ :=
  1 / 2 * trace (G D * D)
```

Differentiability follows by writing the trace as a finite sum of products of linear functions.

```lean
omit [DecidableEq n] in
/-- The two-electron energy is differentiable at every density matrix. -/
theorem differentiableAt_twoElectron (G : Matrix n n ℝ →ₗ[ℝ] Matrix n n ℝ)
    (D : Matrix n n ℝ) : DifferentiableAt ℝ (twoElectron G) D := by
  have hl : ∀ l : Matrix n n ℝ →ₗ[ℝ] ℝ, DifferentiableAt ℝ (fun A => l A) D :=
    fun l => (LinearMap.toContinuousLinearMap l).differentiableAt
  have e : twoElectron G = fun A => 1 / 2 * ∑ i, ∑ j, G A i j * A j i := by
    funext A
    simp only [twoElectron, trace, diag_apply, mul_apply]
  rw [e]
  exact (DifferentiableAt.fun_sum fun i _ => DifferentiableAt.fun_sum fun j _ =>
    (hl (Matrix.entryLinearMap ℝ ℝ i j ∘ₗ G)).fun_mul
      (hl (Matrix.entryLinearMap ℝ ℝ j i))).const_mul _
```

The proof checks degree 2 and applies `double_counting`.

```lean
/-- Hartree-Fock case: for at least one occupied orbital and self-consistent orbitals, the energy
is the orbital energy sum minus the two-electron energy. -/
theorem hartreeFock_energy [Nonempty m] {h S : Matrix n n ℝ}
    {G : Matrix n n ℝ →ₗ[ℝ] Matrix n n ℝ} {C : Matrix n m ℝ} {ε : m → ℝ}
    (hR : Roothaan (fock h (twoElectron G) (C * Cᵀ)) S C ε) :
    energy h (twoElectron G) (C * Cᵀ) = ∑ i, ε i - twoElectron G (C * Cᵀ) := by
  have hk : Homogeneous (twoElectron G) 2 := by
    intro s _ D _
    simp only [twoElectron, map_smul, Matrix.smul_mul, Matrix.mul_smul, trace_smul,
      smul_eq_mul, Real.rpow_two]
    ring
  rw [double_counting (fun D _ => differentiableAt_twoElectron G D) hk hR]
  ring
```

For exchange, `w` holds the grid weights, `φ` the basis function values and `c` the strength of the exchange energy. For $D=CC^T$ the density is nonnegative, so the modulus leaves it unchanged.

```lean
/-- Dirac exchange on a grid with weights `w`: `-c` times the weighted sum of the density to the
power `4/3`, where `φ g` lists the basis function values at the point `g`. The modulus of the
density is taken, so that every real matrix is admitted. -/
def diracExchange (c : ℝ) (w : γ → ℝ) (φ : γ → n → ℝ) (D : Matrix n n ℝ) : ℝ :=
  -c * ∑ g, w g * |φ g ⬝ᵥ D *ᵥ φ g| ^ (4 / 3 : ℝ)
```

The function $|x|^{4/3}$ is differentiable even at zero, which gives the required smoothness. Here exchange is the whole interaction. An exchange-only Kohn–Sham calculation adds the Coulomb energy, which has degree 2, so that each of the two terms needs its own correction. Correlation functionals in general have no single degree, and the formula $(1-k)W$ does not cover them.

```lean
/-- Dirac exchange case: for at least one occupied orbital and self-consistent orbitals, the
energy is the orbital energy sum minus one third of the exchange energy. -/
theorem diracExchange_energy [Nonempty m] {h S : Matrix n n ℝ} {c : ℝ} {w : γ → ℝ}
    {φ : γ → n → ℝ} {C : Matrix n m ℝ} {ε : m → ℝ}
    (hR : Roothaan (fock h (diracExchange c w φ) (C * Cᵀ)) S C ε) :
    energy h (diracExchange c w φ) (C * Cᵀ) =
      ∑ i, ε i - 1 / 3 * diracExchange c w φ (C * Cᵀ) := by
  -- the density at a grid point is linear in the density matrix
  let l : γ → Matrix n n ℝ →ₗ[ℝ] ℝ := fun g =>
    { toFun := fun D => φ g ⬝ᵥ D *ᵥ φ g
      map_add' := fun A B => by rw [Matrix.add_mulVec, dotProduct_add]
      map_smul' := fun s A => by rw [Matrix.smul_mulVec, dotProduct_smul, RingHom.id_apply] }
  have hW : ∀ D, D ≠ 0 → DifferentiableAt ℝ (diracExchange c w φ) D := fun D _ =>
    (DifferentiableAt.fun_sum fun g _ =>
      ((hasDerivAt_abs_rpow (l g D) (p := 4 / 3) (by norm_num)).differentiableAt.comp D
        (LinearMap.toContinuousLinearMap (l g)).differentiableAt).const_mul (w g)).const_mul (-c)
  have hk : Homogeneous (diracExchange c w φ) (4 / 3) := by
    intro s hs D _
    simp only [diracExchange, Matrix.smul_mulVec, dotProduct_smul, smul_eq_mul, abs_mul,
      abs_of_pos hs, Real.mul_rpow hs.le (abs_nonneg _), Finset.mul_sum]
    exact Finset.sum_congr rfl fun g _ => by ring
  rw [double_counting hW hk hR]
  ring
```

## The example as a solution of the orbital equations

The last theorem confirms that the two-function example satisfies `Roothaan`. It finds $V=D$ by comparing two expressions for the derivative of the energy, then checks the matrix entries.

```lean
/-- A self-consistent model with two basis functions, one occupied orbital of energy `-1`, and
the two-electron energy `tr (D D) / 2`. -/
theorem roothaan_witness :
    Roothaan (fock !![-2, 0; 0, 1] (twoElectron LinearMap.id)
      ((!![1; 0] : Matrix (Fin 2) (Fin 1) ℝ) * (!![1; 0] : Matrix (Fin 2) (Fin 1) ℝ)ᵀ))
      1 !![1; 0] (fun _ => -1) := by
  -- the mean field of `tr (D D) / 2` is `D`
  have hm : ∀ D : Matrix (Fin 2) (Fin 2) ℝ, meanField (twoElectron LinearMap.id) D = D := by
    intro D
    have key : ∀ X, trace (meanField (twoElectron LinearMap.id) D * X) = trace (D * X) := by
      intro X
      have h1 := hasDerivAt_energy 0 (differentiableAt_twoElectron LinearMap.id D) X
      rw [fock, zero_add] at h1
      have h2 := (((hasDerivAt_id (0 : ℝ)).mul_const (trace (D * X))).const_add
        (1 / 2 * trace (D * D))).fun_add
        ((hasDerivAt_pow 2 (0 : ℝ)).mul_const (1 / 2 * trace (X * X)))
      have e : (fun t : ℝ => energy 0 (twoElectron LinearMap.id) (D + t • X)) = fun t : ℝ =>
          1 / 2 * trace (D * D) + id t * trace (D * X) + t ^ 2 * (1 / 2 * trace (X * X)) := by
        funext t
        simp only [energy, twoElectron, LinearMap.id_apply, Matrix.zero_mul, trace_zero,
          Matrix.mul_add, Matrix.add_mul, Matrix.smul_mul, Matrix.mul_smul, trace_add,
          trace_smul, smul_eq_mul, trace_mul_comm X D, id_eq]
        ring
      rw [e] at h1
      exact (h1.unique h2).trans (by simp)
    ext i j
    have := key (Matrix.single j i 1)
    fin_cases i <;> fin_cases j <;>
      simpa [trace, Matrix.mul_apply, Fin.sum_univ_succ, Matrix.single_apply] using this
  -- the density matrix of the occupied orbital
  have hD : (!![1; 0] : Matrix (Fin 2) (Fin 1) ℝ) * (!![1; 0] : Matrix (Fin 2) (Fin 1) ℝ)ᵀ =
      !![1, 0; 0, 0] := by
    ext i j
    rw [Matrix.mul_apply]
    fin_cases i <;> fin_cases j <;> simp
  rw [fock, hm, hD]
  constructor
  · ext i j
    fin_cases i <;> fin_cases j <;>
      simp [Matrix.mul_apply, Fin.sum_univ_succ, diagonal]
    norm_num
  · ext i j
    fin_cases i
    fin_cases j
    simp [Matrix.mul_apply, Fin.sum_univ_succ]

end

end FockHomogeneity
```

```lean
#print axioms FockHomogeneity.double_counting
#print axioms FockHomogeneity.hartreeFock_energy
#print axioms FockHomogeneity.diracExchange_energy
```

```
'FockHomogeneity.double_counting' depends on axioms: [propext, Classical.choice, Quot.sound]
'FockHomogeneity.hartreeFock_energy' depends on axioms: [propext, Classical.choice, Quot.sound]
'FockHomogeneity.diracExchange_energy' depends on axioms: [propext, Classical.choice, Quot.sound]
```
